# Tie-line and convex-hull stability agree per atom and per host atom

Take three phases of a host that absorbs guest atoms. Their guest fractions are $x = 0, \tfrac13, \tfrac12$, and their energies per atom are $E = 0, -0.8, -1$ in some unit. At $x=\tfrac13$ the straight line through the outer two phases has the value $-\tfrac23$, so the middle phase lies $\tfrac{2}{15}$ below it.

Now count per host atom. A phase has $1-x$ host atoms per atom, so its coordinates become $r = x/(1-x)$ and $e = E/(1-x)$. The three phases move to $(0,0)$, $(\tfrac12,-1.2)$ and $(1,-2)$. The new line has the value $-1$ at $r=\tfrac12$, and the middle phase lies $\tfrac15$ below it. The height has changed from $-\tfrac{2}{15}$ to $-\tfrac15$, which is division by $1-x=\tfrac23$. Since that factor is positive, the sign survives.

```lean
import Mathlib

open Finset

namespace HullNormalization

noncomputable section
```

This loads the Mathlib library and opens a namespace for the definitions that follow.

```lean
/-- Guest atoms per host atom, for a phase with guest fraction `x`. -/
def hostRatio (x : ℝ) : ℝ := x / (1 - x)
```

This is $r(x) = x/(1-x)$. The annotation `(x : ℝ)` says that $x$ is a real number; the condition $x<1$, meaning that some host is present, enters later as a hypothesis.

```lean
/-- Energy per host atom, for a phase with guest fraction `x` and energy per atom `E`. -/
def hostEnergy (x E : ℝ) : ℝ := E / (1 - x)
```

This is $e = E/(1-x)$, the same energy shared among the host atoms only.

```lean
/-- Energy at composition `x` on the straight line through the phases `(a, Ea)` and `(b, Eb)`. -/
def chord (a Ea b Eb x : ℝ) : ℝ := Ea + (Eb - Ea) / (b - a) * (x - a)
```

This is the tie line through $(a,E_a)$ and $(b,E_b)$, evaluated at $x$:
$$L(x) = E_a + \frac{E_b-E_a}{b-a}(x-a).$$

```lean
/-- Signed height of the phase `(x, E)` above the line through `(a, Ea)` and `(b, Eb)`. -/
def tieGap (a Ea b Eb x E : ℝ) : ℝ := E - chord a Ea b Eb x
```

The gap is $E - L(x)$: positive above the line, negative below it.

```lean
/-- The phase `(x0, E0)` is stable against the phases `(x i, E i)`: no mixture of them with
composition `x0` has an energy below `E0`. -/
def HullStable {ι : Type*} [Fintype ι] (x E : ι → ℝ) (x0 E0 : ℝ) : Prop :=
  ∀ w : ι → ℝ, (∀ i, 0 ≤ w i) → ∑ i, w i = 1 → ∑ i, w i * x i = x0 →
    E0 ≤ ∑ i, w i * E i
```

`ι` labels a finite set of competing phases. A mixture is a choice of weights $w_i\ge 0$ with $\sum_i w_i=1$ and $\sum_i w_i x_i = x_0$. Stability means $E_0 \le \sum_i w_iE_i$ for every such mixture. With a single competitor the only possible weight is 1, so the condition is $E_0\le E_1$ if the compositions agree, and is empty otherwise.

```lean
/-- The difference of two host ratios in terms of the guest fractions. -/
theorem hostRatio_sub {a b : ℝ} (ha : a < 1) (hb : b < 1) :
    hostRatio b - hostRatio a = (b - a) / ((1 - a) * (1 - b)) := by
  have h1 : 1 - a ≠ 0 := (sub_pos.2 ha).ne'
  have h2 : 1 - b ≠ 0 := (sub_pos.2 hb).ne'
  unfold hostRatio
  field_simp
  ring
```

The names `ha` and `hb` label the hypotheses $a<1$ and $b<1$; the statement follows the colon. By hand,
$$\frac{b}{1-b}-\frac{a}{1-a}=\frac{b(1-a)-a(1-b)}{(1-a)(1-b)}=\frac{b-a}{(1-a)(1-b)}.$$
In Lean, `field_simp` clears the denominators, which `h1` and `h2` show to be nonzero, and `ring` does the remaining algebra.

```lean
/-- A phase richer in guest atoms has the larger host ratio. -/
theorem hostRatio_lt {a b : ℝ} (hab : a < b) (hb : b < 1) :
    hostRatio a < hostRatio b := by
  have ha : a < 1 := hab.trans hb
  have h : 0 < hostRatio b - hostRatio a := by
    rw [hostRatio_sub ha hb]
    exact div_pos (sub_pos.2 hab) (mul_pos (sub_pos.2 ha) (sub_pos.2 hb))
  linarith
```

If $a<b<1$, the numerator and both denominator factors above are positive, so $r(a)<r(b)$. The order of compositions is preserved.

```lean
/-- Passing from energy per atom to energy per host atom divides the height of a phase above
a tie line by the host fraction `1 - x2` of that phase. -/
theorem tieGap_host {x1 x2 x3 : ℝ} (E1 E2 E3 : ℝ) (h13 : x1 < x3) (h2 : x2 < 1)
    (h3 : x3 < 1) :
    tieGap (hostRatio x1) (hostEnergy x1 E1) (hostRatio x3) (hostEnergy x3 E3)
      (hostRatio x2) (hostEnergy x2 E2) = tieGap x1 E1 x3 E3 x2 E2 / (1 - x2) := by
  have h1 : x1 < 1 := h13.trans h3
  have n1 : 1 - x1 ≠ 0 := (sub_pos.2 h1).ne'
  have n2 : 1 - x2 ≠ 0 := (sub_pos.2 h2).ne'
  have n3 : 1 - x3 ≠ 0 := (sub_pos.2 h3).ne'
  have n13 : x3 - x1 ≠ 0 := (sub_pos.2 h13).ne'
  unfold tieGap chord
  rw [hostRatio_sub h1 h3, hostRatio_sub h1 h2]
  unfold hostEnergy
  field_simp
  ring
```

This is the rescaling seen in the example. Write the tie line as $L(x)=\alpha+\beta x$. Since $1/(1-x)=1+r$,
$$\frac{L(x)}{1-x}=\alpha(1+r)+\beta r=\alpha+(\alpha+\beta)r.$$
A straight line in $x$ becomes a straight line in $r$. It passes through both transformed outer phases, so it is the new tie line. Subtracting it from $e_2=E_2/(1-x_2)$ gives
$$\text{gap per host atom}=\frac{E_2-L(x_2)}{1-x_2}.$$
Lean reaches the same identity by direct algebra: it inserts the formula for differences of host ratios, clears denominators and calls `ring`. Here $x_2$ need not lie between the outer compositions. At $x_2=0$ the two gaps coincide; for a fixed nonzero gap per atom, the magnitude of the gap per host atom grows without bound as $x_2\to1$.

```lean
/-- For `x1 < x2 < x3 < 1` the host ratios are in the same order, and the middle phase lies on
or below the tie line of the outer two per atom exactly when it does so per host atom. -/
theorem below_chord_iff_host {x1 x2 x3 : ℝ} (E1 E2 E3 : ℝ) (h12 : x1 < x2) (h23 : x2 < x3)
    (h3 : x3 < 1) :
    (hostRatio x1 < hostRatio x2 ∧ hostRatio x2 < hostRatio x3) ∧
    (E2 ≤ chord x1 E1 x3 E3 x2 ↔
      hostEnergy x2 E2 ≤ chord (hostRatio x1) (hostEnergy x1 E1)
        (hostRatio x3) (hostEnergy x3 E3) (hostRatio x2)) := by
  have h2 : x2 < 1 := h23.trans h3
  have p2 : 0 < 1 - x2 := sub_pos.2 h2
  refine ⟨⟨hostRatio_lt h12 h2, hostRatio_lt h23 h3⟩, ?_⟩
  -- the gap per host atom is the gap per atom divided by `1 - x2`
  have key := tieGap_host E1 E2 E3 (h12.trans h23) h2 h3
  simp only [tieGap] at key
  constructor
  · intro h
    have h' := div_nonpos_of_nonpos_of_nonneg (sub_nonpos.2 h) p2.le
    rw [← key] at h'
    exact sub_nonpos.1 h'
  · intro h
    have h' := sub_nonpos.2 h
    rw [key, div_le_iff₀ p2, zero_mul] at h'
    exact sub_nonpos.1 h'
```

The symbol `∧` means "and", and `↔` means "if and only if". For $x_1<x_2<x_3<1$ the theorem gives the order of the host ratios together with the equivalence
$$E_2\le L(x_2)\iff e_2\le L_{\text{host}}(r_2),$$
where $L_{\text{host}}$ is the tie line per host atom. The physical range $0\le x<1$ is included, though nonnegativity is never used. In the proof, `key` is the rescaling identity. Each direction turns the inequality into "gap $\le 0$", carries it across the positive factor $1-x_2$, and turns it back.

```lean
/-- A phase lies exactly on the tie line per atom if and only if it does so per host atom. -/
theorem on_chord_iff_host {x1 x2 x3 : ℝ} (E1 E2 E3 : ℝ) (h13 : x1 < x3) (h2 : x2 < 1)
    (h3 : x3 < 1) :
    E2 = chord x1 E1 x3 E3 x2 ↔
      hostEnergy x2 E2 = chord (hostRatio x1) (hostEnergy x1 E1)
        (hostRatio x3) (hostEnergy x3 E3) (hostRatio x2) := by
  have n2 : 1 - x2 ≠ 0 := (sub_pos.2 h2).ne'
  have key := tieGap_host E1 E2 E3 h13 h2 h3
  simp only [tieGap] at key
  constructor
  · intro h
    rw [sub_eq_zero.2 h, zero_div] at key
    exact sub_eq_zero.1 key
  · intro h
    rw [sub_eq_zero.2 h] at key
    exact sub_eq_zero.1 ((div_eq_zero_iff.1 key.symm).resolve_right n2)
```

Equality works the same way: a gap is zero exactly when its quotient by the nonzero number $1-x_2$ is zero.

```lean
/-- Stability against mixtures of any finite set of competing phases is the same per atom and
per host atom, provided every phase contains host atoms. -/
theorem hullStable_iff_host {ι : Type*} [Fintype ι] (x E : ι → ℝ) (x0 E0 : ℝ)
    (hx : ∀ i, x i < 1) (h0 : x0 < 1) :
    HullStable x E x0 E0 ↔
      HullStable (fun i => hostRatio (x i)) (fun i => hostEnergy (x i) (E i))
        (hostRatio x0) (hostEnergy x0 E0) := by
  have p0 : 0 < 1 - x0 := sub_pos.2 h0
  have n0 : 1 - x0 ≠ 0 := p0.ne'
  have p : ∀ i, 0 < 1 - x i := fun i => sub_pos.2 (hx i)
  constructor
  · intro h v hv hs hr
    have hr' : ∑ i, v i * hostRatio (x i) = hostRatio x0 := hr
    -- convert host-atom weights to atom weights
    have s1 : ∑ i, v i * (1 - x0) / (1 - x i) = 1 := by
      have e : ∑ i, v i * (1 - x0) / (1 - x i)
          = (1 - x0) * (∑ i, v i + ∑ i, v i * hostRatio (x i)) := by
        rw [← sum_add_distrib, mul_sum]
        refine sum_congr rfl fun i _ => ?_
        have ni : 1 - x i ≠ 0 := (p i).ne'
        unfold hostRatio
        field_simp
        ring
      rw [e, hs, hr']
      unfold hostRatio
      field_simp
      ring
    have s2 : ∑ i, v i * (1 - x0) / (1 - x i) * x i = x0 := by
      have e : ∑ i, v i * (1 - x0) / (1 - x i) * x i
          = (1 - x0) * ∑ i, v i * hostRatio (x i) := by
        rw [mul_sum]
        refine sum_congr rfl fun i _ => ?_
        unfold hostRatio
        ring
      rw [e, hr']
      exact mul_div_cancel₀ x0 n0 
    have s3 : ∑ i, v i * (1 - x0) / (1 - x i) * E i
        = (∑ i, v i * hostEnergy (x i) (E i)) * (1 - x0) := by
      rw [sum_mul]
      refine sum_congr rfl fun i _ => ?_
      unfold hostEnergy
      ring
    have key : E0 ≤ ∑ i, v i * (1 - x0) / (1 - x i) * E i :=
      h (fun i => v i * (1 - x0) / (1 - x i))
        (fun i => div_nonneg (mul_nonneg (hv i) p0.le) (p i).le) s1 s2
    rw [s3] at key
    exact (div_le_iff₀ p0).2 key
  · intro h w hw hs hr
    -- convert atom weights to host-atom weights
    have s1 : ∑ i, w i * (1 - x i) / (1 - x0) = 1 := by
      rw [← sum_div]
      simp only [mul_sub, mul_one, sum_sub_distrib]
      rw [hs, hr, div_self n0]
    have s2 : ∑ i, w i * (1 - x i) / (1 - x0) * hostRatio (x i) = hostRatio x0 := by
      unfold hostRatio
      rw [← hr, sum_div, hr]
      refine sum_congr rfl fun i _ => ?_
      have ni : 1 - x i ≠ 0 := (p i).ne'
      field_simp
    have s3 : ∑ i, w i * (1 - x i) / (1 - x0) * hostEnergy (x i) (E i)
        = (∑ i, w i * E i) / (1 - x0) := by
      rw [sum_div]
      refine sum_congr rfl fun i _ => ?_
      have ni : 1 - x i ≠ 0 := (p i).ne'
      unfold hostEnergy
      field_simp
    have key : E0 / (1 - x0) ≤ ∑ i, w i * (1 - x i) / (1 - x0) * hostEnergy (x i) (E i) :=
      h (fun i => w i * (1 - x i) / (1 - x0))
        (fun i => div_nonneg (mul_nonneg (hw i) (p i).le) p0.le) s1 s2
    rw [s3] at key
    exact (div_le_div_iff_of_pos_right p0).1 key
```

The pure guest phase, $x=1$, is not covered, because it has no host atoms to divide by. A per-atom hull that includes it can have fewer stable compounds than one that leaves it out, so the two normalizations must be compared on the same list of host-containing phases.

For many competitors, the mixture weights must be converted too. Write $r_i$, $e_i$ for the transformed phases and $r_0$, $e_0$ for the candidate.

Suppose the candidate is stable per atom, and let $v_i$ be weights of a mixture per host atom. Set $w_i=v_i(1-x_0)/(1-x_i)\ge0$. Then
$$\sum_i w_i=(1-x_0)\sum_i v_i(1+r_i)=(1-x_0)(1+r_0)=1,$$
$$\sum_i w_ix_i=(1-x_0)\sum_i v_ir_i=(1-x_0)r_0=x_0,$$
$$\sum_i w_iE_i=(1-x_0)\sum_i v_ie_i.$$
These are `s1`, `s2` and `s3`. Stability per atom gives $E_0\le(1-x_0)\sum_i v_ie_i$, and division by $1-x_0$ gives $e_0\le\sum_i v_ie_i$.

Conversely, start from atom weights $w_i$ and set $v_i=w_i(1-x_i)/(1-x_0)\ge0$. Then
$$\sum_i v_i=\frac{1-x_0}{1-x_0}=1,\qquad \sum_i v_ir_i=\frac{\sum_i w_ix_i}{1-x_0}=r_0,\qquad \sum_i v_ie_i=\frac{\sum_i w_iE_i}{1-x_0}.$$
Stability per host atom now gives $E_0/(1-x_0)\le\sum_i w_iE_i/(1-x_0)$, hence $E_0\le\sum_i w_iE_i$.

```lean
/-- Two phases above the same tie line, at guest fractions `1/2` and `1/4`, whose heights above
it are ordered one way per atom and the other way per host atom. -/
theorem gap_order_not_invariant :
    tieGap 0 0 (3 / 4) 0 (1 / 2) 3 < tieGap 0 0 (3 / 4) 0 (1 / 4) 4 ∧
    tieGap (hostRatio 0) (hostEnergy 0 0) (hostRatio (3 / 4)) (hostEnergy (3 / 4) 0)
        (hostRatio (1 / 4)) (hostEnergy (1 / 4) 4) <
      tieGap (hostRatio 0) (hostEnergy 0 0) (hostRatio (3 / 4)) (hostEnergy (3 / 4) 0)
        (hostRatio (1 / 2)) (hostEnergy (1 / 2) 3) := by
  constructor <;> norm_num [tieGap, chord, hostRatio, hostEnergy]

end

end HullNormalization
```

The sign of a gap is invariant, but the ranking of gaps is not. Here the tie line is zero in both normalizations. Per atom, the phases at $x=\tfrac12$ and $x=\tfrac14$ have heights $3<4$. Per host atom the heights are $3/\tfrac12=6$ and $4/\tfrac34=\tfrac{16}{3}$, so the order is reversed. `norm_num` does this arithmetic.

In an electronic-structure calculation, a cell with $N_g$ guest atoms, $N_h$ host atoms and total energy $E_{\rm tot}$ can be entered as $\left(\frac{N_g}{N_g+N_h},\frac{E_{\rm tot}}{N_g+N_h}\right)$ or as $\left(\frac{N_g}{N_h},\frac{E_{\rm tot}}{N_h}\right)$; for a finite list of phases with one composition variable and $N_h>0$, both choices give the same stable phases. A cutoff on the energy above the hull does depend on the choice, so a script should convert each height by its own factor $1-x$ before comparing values from the two conventions.

```lean
#print axioms HullNormalization.tieGap_host
-- 'HullNormalization.tieGap_host' depends on axioms: [propext, Classical.choice, Quot.sound]
#print axioms HullNormalization.below_chord_iff_host
-- 'HullNormalization.below_chord_iff_host' depends on axioms: [propext, Classical.choice, Quot.sound]
#print axioms HullNormalization.hullStable_iff_host
-- 'HullNormalization.hullStable_iff_host' depends on axioms: [propext, Classical.choice, Quot.sound]
#print axioms HullNormalization.gap_order_not_invariant
-- 'HullNormalization.gap_order_not_invariant' depends on axioms: [propext, Classical.choice, Quot.sound]
```
